# A quadratic test for whether a two-electron state is a single Slater determinant

A configuration-interaction calculation on two electrons returns a list of coefficients, often with many nonzero entries. The state may need several determinants whatever orbitals are chosen, or it may be one Slater determinant whose orbitals are mixtures of the basis orbitals. A single nonzero coefficient means one determinant, but a larger number doesn't in general distinguish the two cases, because a rotation of the orbitals can change it.

Let $\varphi_p$ be linearly independent spin-orbitals and write the state as

$$\Psi(1,2)=\sum_{p,q} M_{pq}\,\varphi_p(1)\,\varphi_q(2).$$

The state is a single determinant when there are coefficient vectors $a$ and $b$ with $M_{pq}=a_pb_q-b_pa_q$. This happens if and only if

$$M_{pq}M_{rs}-M_{pr}M_{qs}+M_{ps}M_{qr}=0\qquad\text{for all } p,q,r,s.$$

These are the Plücker relations for two electrons. They hold for real and for complex coefficients alike, with no complex conjugation. Antisymmetry of $M$ follows from them when they are imposed for all indices, including repeated ones.

## Classifying a two-electron CI vector

A Hartree-Fock state is a single determinant, so for two electrons in a finite basis the relations decide whether a CI vector lies in the set over which general Hartree-Fock theory minimises the energy. A code can use them to label a state, or to check a routine that should return a determinant, such as an orbital rotation applied to one.

If a CI program stores a coefficient $C_{pq}$ for each normalised determinant with $p<q$, the matrix above is $M_{pq}=C_{pq}/\sqrt2$ and $M_{qp}=-M_{pq}$, with zero diagonal. The common factor $1/\sqrt2$ doesn't affect whether the relations hold.

The storage format matters. Suppose that only the upper triangle is filled, with $M_{12}=1$ and all other entries zero. This is meant to be one determinant, but the relation for the indices $1,2,1,2$ gives $M_{12}^2-M_{11}M_{22}+M_{12}M_{21}=1$, and the state is rejected. The opposite error is to test only $p<q<r<s$ on a matrix that hasn't been antisymmetrised: with three orbitals there is then nothing to test, and even the identity matrix is accepted.

## From the relations to the orbitals

**A determinant satisfies the relations.** Insert $M_{pq}=a_pb_q-b_pa_q$ and expand the three products:

$$\begin{aligned}
M_{pq}M_{rs}&=a_pb_qa_rb_s-a_pb_qb_ra_s-b_pa_qa_rb_s+b_pa_qb_ra_s,\\
M_{pr}M_{qs}&=a_pa_qb_rb_s-a_pb_qb_ra_s-b_pa_qa_rb_s+b_pb_qa_ra_s,\\
M_{ps}M_{qr}&=a_pa_qb_rb_s-a_pb_qa_rb_s-b_pa_qb_ra_s+b_pb_qa_ra_s.
\end{aligned}$$

In the first line minus the second plus the third, every term cancels.

**The relations give a determinant.** If some $M_{pq}\neq0$, fix that pair and solve for $M_{rs}$:

$$M_{rs}=\frac{M_{pr}M_{qs}-M_{ps}M_{qr}}{M_{pq}}.$$

With $a_r=M_{pr}/M_{pq}$ and $b_r=M_{qr}$, the right-hand side is $a_rb_s-b_ra_s$. Two rows of $M$, one of them rescaled, are therefore the orbitals. If all entries vanish, $a=b=0$ serves.

**Antisymmetry.** Since $M$ now has the form $a_pb_q-b_pa_q$, exchanging $p$ and $q$ changes its sign.

**Orthonormal orbitals.** Let $M$ be real and nonzero. Then $a\neq0$, and we may set

$$d=b-\frac{a\cdot b}{a\cdot a}\,a.$$

This gives $a\cdot d=0$. Replacing $b$ by $d$ leaves $M$ unchanged, because the determinant of $a$ with itself is zero. Also $d\neq0$, since otherwise $M$ would vanish. Dividing $a$ and $d$ by their lengths puts the factor $c=|a||d|$ in front of the determinant. For a normalised state in an orthonormal basis, $\sum_{pq}M_{pq}^2=2c^2=1$, so $c=1/\sqrt2$, the usual prefactor. Complex orbitals can be orthonormalised in the same way with the inner product $\sum_p a_p^*b_p$, but the Lean theorem covers only the real case.

**Three spin-orbitals.** Let $M$ be antisymmetric, with real or complex entries. Then $2M_{pp}=0$, so the diagonal vanishes. Four indices drawn from three values must include a repetition. For $p=q$ the relation becomes $-M_{pr}M_{ps}+M_{ps}M_{pr}=0$; for $p=r$ it becomes $M_{pq}M_{ps}+M_{ps}M_{qp}=0$. The other four coincidences cancel in the same way, so every such state is a single determinant.

**Two configurations.** Take four distinct basis orbitals $p,q,r,s$, and add $c_1$ times the determinant of $p,q$ to $c_2$ times that of $r,s$. Then $M_{pq}=c_1$, $M_{rs}=c_2$, and the other four entries in the relation vanish. It reads $c_1c_2=0$, so one coefficient must be zero. Conversely, if one is zero, the other can be absorbed into an orbital. In a minimal-basis model of stretched H$_2$, this shows that a mixture of the doubly occupied bonding and antibonding configurations, with both weights nonzero, is not a single determinant in any choice of spin-orbitals from that basis. The same argument applies to an open-shell singlet, in which two different spatial orbitals hold one electron each. It combines two determinants on four distinct spin-orbitals, so it fails the test although it has only one spatial configuration.

## The statements in Lean

The type `n` is the set of spin-orbital labels, not their number, and `K` is the field of coefficients. `slater a b` is the unnormalised coefficient matrix $a_pb_q-b_pa_q$. `IsDeterminant M` says that $M$ equals such a matrix for some `a` and `b`; it has nothing to do with the number $\det M$. `PassesTest M` is the set of quadratic relations for all four indices.

The main theorem, `isDeterminant_iff_passesTest`, states the equivalence for every matrix over every field and for any set of labels, finite or not. `transpose_eq_neg_of_passesTest` adds the antisymmetry.

The remaining theorems have narrower settings:

- `exists_orthonormal_orbitals` needs real entries, finitely many labels and `M ≠ 0`. The product `⬝ᵥ` is the sum of products of coefficients, which is the orbital overlap when the basis is orthonormal.
- `isDeterminant_of_three_orbitals` uses the labels `Fin 3`, assumes antisymmetry as `Mᵀ = -M`, and requires characteristic zero, which real and complex numbers satisfy.
- `two_configurations_iff` writes basis orbital $p$ as `Pi.single p 1`, the vector with 1 at `p` and 0 elsewhere. Its six inequalities say that the four orbitals are distinct.

```lean
import Mathlib

open Matrix

namespace TwoElectronDeterminant

variable {n K : Type*} [Field K]

/-- The coefficient matrix `a bᵀ - b aᵀ` of the unnormalised two-electron Slater determinant
of the orbitals `a` and `b`. -/
def slater (a b : n → K) : Matrix n n K :=
  Matrix.of fun p q => a p * b q - b p * a q

/-- The two-electron state with coefficient matrix `M` is a single determinant of some pair of
orbitals; the zero matrix is included. -/
def IsDeterminant (M : Matrix n n K) : Prop :=
  ∃ a b : n → K, M = slater a b

/-- The quadratic test on the coefficients of a two-electron state (the Plücker relations),
required for all choices of four indices. -/
def PassesTest (M : Matrix n n K) : Prop :=
  ∀ p q r s, M p q * M r s - M p r * M q s + M p s * M q r = 0

/-- The coefficients of every two-electron determinant satisfy the quadratic test. -/
theorem slater_passesTest (a b : n → K) : PassesTest (slater a b) := by
  intro p q r s
  simp only [slater, Matrix.of_apply]
  ring

/-- If `M` passes the test and `M p q` is nonzero, then row `p` divided by `M p q`, and row `q`,
are two orbitals whose determinant is `M`. -/
theorem eq_slater_of_rows {M : Matrix n n K} (h : PassesTest M) {p q : n}
    (hpq : M p q ≠ 0) :
    M = slater (fun r => M p r / M p q) (fun r => M q r) := by
  ext r s
  -- the relation for p, q, r, s is solved for the coefficient M r s
  have e := h p q r s
  simp only [slater, Matrix.of_apply]
  field_simp
  linear_combination e

/-- Two-electron determinant test: a coefficient matrix is that of a single Slater determinant
if and only if it satisfies the quadratic relations for all indices. -/
theorem isDeterminant_iff_passesTest (M : Matrix n n K) :
    IsDeterminant M ↔ PassesTest M := by
  constructor
  · rintro ⟨a, b, rfl⟩
    exact slater_passesTest a b
  · intro h
    by_cases h0 : ∃ p q, M p q ≠ 0
    · obtain ⟨p, q, hpq⟩ := h0
      exact ⟨_, _, eq_slater_of_rows h hpq⟩
    · -- all coefficients vanish, and zero orbitals reproduce M
      refine ⟨0, 0, ?_⟩
      ext p q
      have hz : M p q = 0 := by
        by_contra hne
        exact h0 ⟨p, q, hne⟩
      simp [slater, hz]

/-- A coefficient matrix that passes the test for all indices is antisymmetric. -/
theorem transpose_eq_neg_of_passesTest {M : Matrix n n K} (h : PassesTest M) :
    Mᵀ = -M := by
  obtain ⟨a, b, rfl⟩ := (isDeterminant_iff_passesTest M).2 h
  ext p q
  simp only [slater, Matrix.transpose_apply, Matrix.neg_apply, Matrix.of_apply]
  ring

/-- For a finite set of labels, a nonzero real coefficient matrix that passes the test is a multiple
of `slater a b` for two real coefficient vectors that are orthonormal under `⬝ᵥ`. In an orthonormal
basis these are two orthonormal orbitals. -/
theorem exists_orthonormal_orbitals [Fintype n] {M : Matrix n n ℝ}
    (h : PassesTest M) (h0 : M ≠ 0) :
    ∃ (c : ℝ) (a b : n → ℝ), a ⬝ᵥ a = 1 ∧ b ⬝ᵥ b = 1 ∧ a ⬝ᵥ b = 0 ∧
      M = c • slater a b := by
  obtain ⟨a, b, hM⟩ := (isDeterminant_iff_passesTest M).2 h
  -- every nonzero real orbital can be normalised
  have normalise : ∀ v : n → ℝ, v ≠ 0 → ∃ k : ℝ, k ≠ 0 ∧ k * (k * (v ⬝ᵥ v)) = 1 := by
    intro v hv
    have hne : v ⬝ᵥ v ≠ 0 := fun e => hv (dotProduct_self_eq_zero.mp e)
    have hnn : 0 ≤ v ⬝ᵥ v := Finset.sum_nonneg fun i _ => mul_self_nonneg (v i)
    have hpos : 0 < v ⬝ᵥ v := lt_of_le_of_ne hnn hne.symm
    have hs : Real.sqrt (v ⬝ᵥ v) ≠ 0 := (Real.sqrt_pos.mpr hpos).ne'
    refine ⟨(Real.sqrt (v ⬝ᵥ v))⁻¹, inv_ne_zero hs, ?_⟩
    calc (Real.sqrt (v ⬝ᵥ v))⁻¹ * ((Real.sqrt (v ⬝ᵥ v))⁻¹ * (v ⬝ᵥ v))
        = (Real.sqrt (v ⬝ᵥ v))⁻¹ * ((Real.sqrt (v ⬝ᵥ v))⁻¹ *
            (Real.sqrt (v ⬝ᵥ v) * Real.sqrt (v ⬝ᵥ v))) := by
          rw [Real.mul_self_sqrt hnn]
      _ = 1 := by
          rw [inv_mul_cancel_left₀ hs, inv_mul_cancel₀ hs]
  have ha : a ≠ 0 := by
    rintro rfl
    apply h0
    rw [hM]
    ext p q
    simp [slater]
  have haa : a ⬝ᵥ a ≠ 0 := fun e => ha (dotProduct_self_eq_zero.mp e)
  -- Gram-Schmidt: removing the component along a leaves the determinant unchanged
  obtain ⟨d, hd⟩ : ∃ d : n → ℝ, d = b - ((a ⬝ᵥ b) / (a ⬝ᵥ a)) • a := ⟨_, rfl⟩
  have hMd : M = slater a d := by
    rw [hM, hd]
    ext p q
    simp only [slater, Matrix.of_apply, Pi.sub_apply, Pi.smul_apply, smul_eq_mul]
    ring
  have had : a ⬝ᵥ d = 0 := by
    rw [hd, dotProduct_sub, dotProduct_smul, smul_eq_mul, div_mul_cancel₀ _ haa, sub_self]
  have hd0 : d ≠ 0 := by
    intro e
    apply h0
    rw [hMd, e]
    ext p q
    simp [slater]
  obtain ⟨k, hk, hka⟩ := normalise a ha
  obtain ⟨l, hl, hld⟩ := normalise d hd0
  refine ⟨k⁻¹ * l⁻¹, k • a, l • d, ?_, ?_, ?_, ?_⟩
  · simpa only [smul_dotProduct, dotProduct_smul, smul_eq_mul] using hka
  · simpa only [smul_dotProduct, dotProduct_smul, smul_eq_mul] using hld
  · simp only [smul_dotProduct, dotProduct_smul, smul_eq_mul, had, mul_zero]
  · rw [hMd]
    ext p q
    simp only [slater, Matrix.smul_apply, Matrix.of_apply, Pi.smul_apply, smul_eq_mul]
    field_simp

/-- In a basis of three spin-orbitals, over a field of characteristic zero, every antisymmetric
two-electron coefficient matrix is that of a single determinant. -/
theorem isDeterminant_of_three_orbitals [CharZero K] (M : Matrix (Fin 3) (Fin 3) K)
    (hM : Mᵀ = -M) : IsDeterminant M := by
  have ha : ∀ i j, M j i = -M i j := fun i j => congrFun (congrFun hM i) j
  have hd : ∀ i, M i i = 0 := by
    intro i
    have h2 : 2 * M i i = 0 := by linear_combination ha i i
    exact (mul_eq_zero.mp h2).resolve_left two_ne_zero
  rw [isDeterminant_iff_passesTest]
  intro p q r s
  -- among four indices at least two coincide, and the relation is then an identity
  fin_cases p <;> fin_cases q <;> fin_cases r <;> fin_cases s <;>
    simp only [Fin.zero_eta, Fin.mk_one, Fin.reduceFinMk, hd, ha 0 1, ha 0 2, ha 1 2] <;>
    ring

/-- A superposition of two determinants built from four distinct basis orbitals is a single
determinant if and only if one of the two coefficients vanishes. -/
theorem two_configurations_iff [DecidableEq n] {p q r s : n} (hpq : p ≠ q) (hpr : p ≠ r)
    (hps : p ≠ s) (hqr : q ≠ r) (hqs : q ≠ s) (hrs : r ≠ s) (c₁ c₂ : K) :
    IsDeterminant (c₁ • slater (Pi.single p 1 : n → K) (Pi.single q 1 : n → K) +
      c₂ • slater (Pi.single r 1 : n → K) (Pi.single s 1 : n → K)) ↔ c₁ = 0 ∨ c₂ = 0 := by
  constructor
  · intro h
    -- the relation for the four occupied orbitals reads c₁ c₂ = 0
    have e := (isDeterminant_iff_passesTest _).1 h p q r s
    simpa [slater, Pi.single_apply, hpq, hpr, hps, hqr, hqs, hrs, hpq.symm, hpr.symm,
      hps.symm, hqr.symm, hqs.symm, hrs.symm] using e
  · rintro (rfl | rfl)
    · refine ⟨c₂ • (Pi.single r 1 : n → K), (Pi.single s 1 : n → K), ?_⟩
      ext i j
      simp only [slater, Matrix.add_apply, Matrix.smul_apply, Matrix.of_apply,
        Pi.smul_apply, smul_eq_mul]
      ring
    · refine ⟨c₁ • (Pi.single p 1 : n → K), (Pi.single q 1 : n → K), ?_⟩
      ext i j
      simp only [slater, Matrix.add_apply, Matrix.smul_apply, Matrix.of_apply,
        Pi.smul_apply, smul_eq_mul]
      ring

end TwoElectronDeterminant
```

```lean
#print axioms TwoElectronDeterminant.isDeterminant_iff_passesTest
#print axioms TwoElectronDeterminant.transpose_eq_neg_of_passesTest
#print axioms TwoElectronDeterminant.isDeterminant_of_three_orbitals
#print axioms TwoElectronDeterminant.two_configurations_iff
```

```
'TwoElectronDeterminant.isDeterminant_iff_passesTest' depends on axioms: [propext, Classical.choice, Quot.sound]
'TwoElectronDeterminant.transpose_eq_neg_of_passesTest' depends on axioms: [propext, Classical.choice, Quot.sound]
'TwoElectronDeterminant.isDeterminant_of_three_orbitals' depends on axioms: [propext, Classical.choice, Quot.sound]
'TwoElectronDeterminant.two_configurations_iff' depends on axioms: [propext, Classical.choice, Quot.sound]
```

## How the Lean proofs match the algebra

`slater_passesTest` is the first expansion: `simp only` inserts the entries and `ring` performs the cancellation. In `eq_slater_of_rows`, the relation for `p q r s` is named `e`. After `field_simp` has cleared the denominator `M p q`, `linear_combination e` shows that the remaining equation is that relation rearranged.

`isDeterminant_iff_passesTest` joins the two directions. Its case distinction asks whether a nonzero entry exists; if so, the row construction supplies the orbitals, and if not, zero orbitals do. The antisymmetry proof first obtains orbitals from this theorem and then compares entries.

In `exists_orthonormal_orbitals`, the auxiliary statement `normalise` provides the inverse length of a nonzero vector. The vector `d` is the Gram-Schmidt vector, `hMd` says that it gives the same determinant, and `had` is its orthogonality to `a`. The inverse lengths are `k` and `l`, so the prefactor appears as `k⁻¹ * l⁻¹`.

For three orbitals, `fin_cases` runs through all 81 index choices, and antisymmetry reduces each to an identity that `ring` closes. For two configurations, `simpa` evaluates the single relation at the four occupied orbitals and finds that one coefficient vanishes. The converse supplies the orbitals explicitly, with the surviving coefficient multiplying the first.

## What a pass means in a program

A pass guarantees that orbitals exist, and `eq_slater_of_rows` says where to find them in $M$. It doesn't say that they are eigenfunctions of $S_z$, that they are spatially restricted, or that they minimise the energy. A state that passes may be an unrestricted or general determinant, and it needn't be a Hartree-Fock solution.

The zero matrix passes as well. It represents no physical state, so a program should check the norm first.

The theorems concern matrices. The step to an actual wave function is the identification of $M$ with the coefficients of $\Psi$ in linearly independent spin-orbitals, and the user supplies it. In a non-orthogonal basis the relations keep their form, but orthonormality of the orbitals then involves the overlap matrix, which `exists_orthonormal_orbitals` doesn't contain.

The theorems also require equality to zero, whereas a program compares floating-point numbers with a tolerance. The derivation gives some guidance here, although the following estimate is not part of the Lean development. Let $R_{pqrs}$ be the left-hand side of the relation. For any matrix with $M_{pq}\neq0$, the determinant built from rows $p$ and $q$ has entries

$$a_rb_s-b_ra_s=M_{rs}-\frac{R_{pqrs}}{M_{pq}}.$$

The reconstruction error is thus the residual divided by the chosen entry, which favours taking the entry of largest magnitude. Residuals scale as the square of $M$, so a fixed tolerance is meaningful only after normalisation.

The same formula reduces the work. Once a nonzero $M_{pq}$ has been chosen, the relations for that one pair and all $r,s$ already determine $M$ as a determinant. For $m$ spin-orbitals this means $m^2$ relations instead of $m^4$.
